# For a constant gap Δ > 0 in three dimensions, the BCS pair integral with cutoff K grows as K/2 and leaves a finite limit when K/2 is subtracted

Take a uniform three-dimensional Fermi gas with a contact attraction, paired at zero temperature and described by BCS mean-field theory. Its anomalous density, the pair amplitude $\langle\psi_\downarrow\psi_\uparrow\rangle$, is a sum over momenta. For chemical potential $0$ and gap $1$, in units where the kinetic energy is $k^2$, the radial integrand is proportional to

$$\frac{k^2}{2E},\qquad E=\sqrt{k^4+1}.$$

At large $k$ this tends to $1/2$, so the integral up to a cutoff $K$ grows like $K/2$. The distance from $1/2$ is small, however. Since $E^2-k^4=1$,

$$\frac12-\frac{k^2}{2E}=\frac{E-k^2}{2E}=\frac{1}{2E(E+k^2)}\le\frac{1}{4k^4}\qquad(k>0),$$

and this can be integrated to infinity. What remains after subtracting $K/2$ therefore has a finite limit. For a general real chemical potential $\mu$ and gap $\Delta>0$ the decay may be only $1/k^2$, which is still enough.

## The energy, the integral and its subtraction

```lean
import Mathlib

open MeasureTheory Filter Set Topology

namespace BdGAnomalousDensity

noncomputable section

/-- The Bogoliubov quasiparticle energy at momentum `k`, for chemical potential `μ` and gap `Δ`,
in units where the kinetic energy is `k ^ 2`. -/
def energy (μ Δ k : ℝ) : ℝ := √((k ^ 2 - μ) ^ 2 + Δ ^ 2)
```

This is $E(k)=\sqrt{(k^2-\mu)^2+\Delta^2}$, with $\hbar^2/2m=1$. The gap is a real number that doesn't depend on momentum, as for a contact interaction in mean-field theory. The type `ℝ` admits negative $k$, although physically $k$ is the magnitude of the momentum.

```lean
/-- The radial integrand `k ^ 2 / (2 E(k))` of the anomalous density, without the prefactor
`Δ / (2 π ^ 2)`, meant for `E(k) ≠ 0`. -/
def pairIntegrand (μ Δ k : ℝ) : ℝ := k ^ 2 / (2 * energy μ Δ k)
```

The factor $k^2$ comes from the spherical shell in three dimensions. The textbook anomalous density carries a further factor $\Delta/(2\pi^2)$, up to a sign convention, which is left out here.

```lean
/-- The integral of the pair integrand from `0` to a sharp momentum cutoff `K`: the cutoff anomalous
density without its prefactor `Δ / (2 π ^ 2)`, meant for `Δ > 0`. -/
def cutoffDensity (μ Δ K : ℝ) : ℝ := ∫ k in (0 : ℝ)..K, pairIntegrand μ Δ k
```

This is $A(K)=\int_0^K k^2/(2E)\,dk$.

```lean
/-- The pair integrand with its large-momentum value `1 / 2` subtracted, meant for `E(k) ≠ 0`. -/
def subtracted (μ Δ k : ℝ) : ℝ := pairIntegrand μ Δ k - 1 / 2
```

Write $s(k)=k^2/(2E)-1/2$. For $k\neq0$ it equals $k^2\left(\frac{1}{2E}-\frac{1}{2k^2}\right)$, so the subtracted term is that of two free particles at zero total energy.

```lean
/-- The renormalised anomalous density without its prefactor `Δ / (2 π ^ 2)`: the subtracted
integrand integrated over all `k > 0`, meant for `Δ > 0`. -/
def renormalisedDensity (μ Δ : ℝ) : ℝ := ∫ k in Ioi (0 : ℝ), subtracted μ Δ k
```

This is $R=\int_0^\infty s(k)\,dk$. It is not a particle density and may be negative, as it is in the opening example. Writing the integral down does not show that it converges; that is proved below.

```lean
/-- The constant that controls the large-momentum tail, meant for `Δ > 0`. -/
def tailConst (μ Δ : ℝ) : ℝ := (|μ| + Δ) * (1 + (1 + |μ|) / Δ) / 2
```

The constant is

$$C=\frac{|\mu|+\Delta}{2}\left(1+\frac{1+|\mu|}{\Delta}\right).$$

The bare $1$ next to $|\mu|$ means that a unit of momentum has been chosen, and $C$ is a number in that unit.

## Bounds on the quasiparticle energy

```lean
/-- For `Δ > 0` the quasiparticle energy is at least `|k ^ 2 - μ|` and at least the gap, and it
is at most the sum of the two. -/
theorem energy_bounds (μ k : ℝ) {Δ : ℝ} (hΔ : 0 < Δ) :
    |k ^ 2 - μ| ≤ energy μ Δ k ∧ Δ ≤ energy μ Δ k ∧ energy μ Δ k ≤ |k ^ 2 - μ| + Δ := by
  unfold energy
  refine ⟨Real.abs_le_sqrt (by nlinarith [sq_nonneg Δ]),
    (le_abs_self Δ).trans (Real.abs_le_sqrt (by nlinarith [sq_nonneg (k ^ 2 - μ)])),
    Real.sqrt_le_iff.2 ⟨by positivity, ?_⟩⟩
  nlinarith [sq_abs (k ^ 2 - μ), mul_nonneg (abs_nonneg (k ^ 2 - μ)) hΔ.le]
```

The argument `hΔ : 0 < Δ` is the hypothesis of a positive gap, and `∧` means "and". The theorem says

$$|k^2-\mu|\le E,\qquad \Delta\le E,\qquad E\le|k^2-\mu|+\Delta.$$

By hand, $E^2$ is a sum of two squares, so it is at least each of them. It is at most $(|k^2-\mu|+\Delta)^2$, because the cross term $2|k^2-\mu|\Delta$ is not negative. In Lean, `Real.abs_le_sqrt` and `Real.sqrt_le_iff` pass between the square root and the squares, and `nlinarith` settles the polynomial inequalities.

## A Lorentzian bound at every momentum

```lean
/-- For `Δ > 0` the subtracted integrand is bounded at every momentum by a Lorentzian
`C / (1 + k ^ 2)`. -/
theorem abs_subtracted_le (μ k : ℝ) {Δ : ℝ} (hΔ : 0 < Δ) :
    |subtracted μ Δ k| ≤ tailConst μ Δ / (1 + k ^ 2) := by
  obtain ⟨hlow, hgap, hup⟩ := energy_bounds μ k hΔ
  have hE : 0 < energy μ Δ k := hΔ.trans_le hgap
  have hs : subtracted μ Δ k = (k ^ 2 - energy μ Δ k) / (2 * energy μ Δ k) := by
    have h : energy μ Δ k / (2 * energy μ Δ k) = 1 / 2 := by field_simp
    rw [subtracted, pairIntegrand, sub_div, h]
  have hkin : |k ^ 2 - μ| ≤ k ^ 2 + |μ| :=
    abs_le.2 ⟨by linarith [le_abs_self μ, sq_nonneg k], by linarith [neg_abs_le μ]⟩
  -- the numerator stays bounded
  have h1 : |k ^ 2 - energy μ Δ k| ≤ |μ| + Δ :=
    abs_le.2 ⟨by linarith, by linarith [le_abs_self (k ^ 2 - μ), le_abs_self μ]⟩
  -- the energy grows quadratically
  have h2 : 1 + k ^ 2 ≤ (1 + (1 + |μ|) / Δ) * energy μ Δ k := by
    have h3 : 1 + |μ| ≤ (1 + |μ|) / Δ * energy μ Δ k := by
      calc 1 + |μ| = (1 + |μ|) / Δ * Δ := by field_simp
        _ ≤ (1 + |μ|) / Δ * energy μ Δ k :=
          mul_le_mul_of_nonneg_left hgap (by positivity)
    rw [add_mul, one_mul]
    linarith [le_abs_self (k ^ 2 - μ), le_abs_self μ]
  rw [hs, abs_div, abs_of_pos (mul_pos two_pos hE),
    div_le_div_iff₀ (mul_pos two_pos hE) (by positivity)]
  calc |k ^ 2 - energy μ Δ k| * (1 + k ^ 2)
      ≤ (|μ| + Δ) * ((1 + (1 + |μ|) / Δ) * energy μ Δ k) :=
        mul_le_mul h1 h2 (by positivity) (by positivity)
    _ = tailConst μ Δ * (2 * energy μ Δ k) := by unfold tailConst; ring
```

The claim is $|s(k)|\le C/(1+k^2)$. Putting $s$ over one denominator gives

$$s(k)=\frac{k^2-E}{2E},$$

which is `hs`. The numerator is bounded: $E\ge k^2-\mu$ gives $k^2-E\le\mu$, and $E\le k^2+|\mu|+\Delta$ gives $k^2-E\ge-(|\mu|+\Delta)$. Hence $|k^2-E|\le|\mu|+\Delta$, which is `h1`.

The energy grows quadratically. From $k^2\le E+|\mu|$ and $1\le E/\Delta$,

$$1+k^2\le E+(1+|\mu|)\le\left(1+\frac{1+|\mu|}{\Delta}\right)E,$$

which is `h2`. Multiplying the two bounds gives

$$|k^2-E|\,(1+k^2)\le 2CE,$$

and division by $2E(1+k^2)$ finishes the argument. Lean performs that division first, as a cross-multiplication with `div_le_div_iff₀`, and the closing `calc` block is the product of the bounds.

For numbers, take $\mu=\Delta=1$, so that $C=\frac22(1+2)=3$. At $k=2$ the energy is $\sqrt{9+1}\approx3.162$, and $s(2)\approx4/6.325-0.5\approx0.132$. The bound is $3/5=0.6$.

## Integrability

```lean
/-- For `Δ > 0` the pair integrand is a continuous function of momentum. -/
theorem continuous_pairIntegrand (μ : ℝ) {Δ : ℝ} (hΔ : 0 < Δ) :
    Continuous (pairIntegrand μ Δ) := by
  have hE : Continuous fun k => energy μ Δ k := by
    simp only [energy]
    exact Continuous.sqrt (by fun_prop)
  change Continuous fun k => k ^ 2 / (2 * energy μ Δ k)
  exact (continuous_pow 2).div (continuous_const.mul hE) fun k =>
    (mul_pos two_pos (hΔ.trans_le (energy_bounds μ k hΔ).2.1)).ne'
```

The integrand $k^2/(2E)$ is continuous, since $E$ is continuous and never falls below $\Delta>0$. Allowing $\Delta=0$ would fail for $\mu>0$: the integrand would then behave like $1/|k-\sqrt\mu|$ near the Fermi momentum, and its integral would diverge there.

```lean
/-- For `Δ > 0` the subtracted integrand is integrable over the whole momentum line. -/
theorem integrable_subtracted (μ : ℝ) {Δ : ℝ} (hΔ : 0 < Δ) :
    Integrable (subtracted μ Δ) := by
  have hc : Continuous (subtracted μ Δ) :=
    (continuous_pairIntegrand μ hΔ).sub continuous_const
  refine Integrable.mono' (integrable_inv_one_add_sq.const_mul (tailConst μ Δ))
    hc.aestronglyMeasurable (Eventually.of_forall fun k => ?_)
  rw [Real.norm_eq_abs, ← div_eq_mul_inv]
  exact abs_subtracted_le μ k hΔ
```

The function $s$ is integrable over the whole line, because $|s|\le C/(1+k^2)$ and

$$\int_{-\infty}^{\infty}\frac{C}{1+k^2}\,dk=\pi C.$$

`Integrable.mono'` is this comparison. It asks for a dominating integrable function, for measurability, which follows from continuity, and for the pointwise bound.

## The linear divergence and the finite limit

```lean
/-- For `Δ > 0`, subtracting `K / 2` from the cutoff density is the same as integrating the
subtracted integrand up to the cutoff. -/
theorem cutoffDensity_sub (μ K : ℝ) {Δ : ℝ} (hΔ : 0 < Δ) :
    cutoffDensity μ Δ K - K / 2 = ∫ k in (0 : ℝ)..K, subtracted μ Δ k := by
  have h1 : IntervalIntegrable (pairIntegrand μ Δ) volume 0 K :=
    (continuous_pairIntegrand μ hΔ).intervalIntegrable _ _
  have h2 : IntervalIntegrable (fun _ : ℝ => (1 / 2 : ℝ)) volume 0 K :=
    continuous_const.intervalIntegrable _ _
  simp only [subtracted, cutoffDensity]
  rw [intervalIntegral.integral_sub h1 h2, intervalIntegral.integral_const, smul_eq_mul]
  ring
```

Since $\int_0^K\frac12\,dk=K/2$, linearity of the integral gives

$$A(K)-\frac K2=\int_0^K s(k)\,dk.$$

The two statements `h1` and `h2` say that both parts are integrable on the interval, which Lean requires before it splits the integral.

```lean
/-- For `Δ > 0` the cutoff density diverges linearly with slope `1 / 2`, the subtracted integrand
is integrable on `k > 0`, and the cutoff density minus `K / 2` tends to its integral. -/
theorem anomalous_density_renormalisation (μ : ℝ) {Δ : ℝ} (hΔ : 0 < Δ) :
    Tendsto (fun K => cutoffDensity μ Δ K / K) atTop (𝓝 (1 / 2)) ∧
    IntegrableOn (subtracted μ Δ) (Ioi 0) ∧
    Tendsto (fun K => cutoffDensity μ Δ K - K / 2) atTop (𝓝 (renormalisedDensity μ Δ)) := by
  have hi : IntegrableOn (subtracted μ Δ) (Ioi 0) := (integrable_subtracted μ hΔ).integrableOn
  have hlim : Tendsto (fun K => cutoffDensity μ Δ K - K / 2) atTop
      (𝓝 (renormalisedDensity μ Δ)) := by
    simp only [cutoffDensity_sub μ _ hΔ]
    exact intervalIntegral_tendsto_integral_Ioi 0 hi tendsto_id
  refine ⟨?_, hi, hlim⟩
  -- a convergent quantity divided by the cutoff vanishes
  have h0 := (hlim.div_atTop tendsto_id).add_const (1 / 2 : ℝ)
  rw [zero_add] at h0
  refine h0.congr' ?_
  filter_upwards [eventually_gt_atTop (0 : ℝ)] with K hK
  have h : K / 2 / K = 1 / 2 := by field_simp
  simp only [id]
  rw [sub_div, h]
  ring
```

The expression `Tendsto f atTop (𝓝 L)` reads "$f(K)\to L$ as $K\to\infty$", and `Ioi 0` is the open half-line $(0,\infty)$. The theorem has three parts:

$$\frac{A(K)}{K}\to\frac12,\qquad s\text{ is integrable on }(0,\infty),\qquad A(K)-\frac K2\to R.$$

The second part restricts the previous integrability result to the half-line. The third follows because the integral of an integrable function up to $K$ converges to its integral over the half-line. For the first, write

$$\frac{A(K)}{K}=\frac{A(K)-K/2}{K}+\frac12.$$

The first term is a convergent quantity divided by $K$, so it vanishes. This identity needs $K\neq0$, and the `filter_upwards` line restricts attention to $K>0$, which is all that a limit at infinity sees.

## How fast the cutoff drops out

```lean
/-- For `Δ > 0` and a cutoff `K > 0`, the subtracted cutoff density differs from the renormalised
density by at most `C / K`. -/
theorem cutoff_error (μ : ℝ) {Δ K : ℝ} (hΔ : 0 < Δ) (hK : 0 < K) :
    |cutoffDensity μ Δ K - K / 2 - renormalisedDensity μ Δ| ≤ tailConst μ Δ / K := by
  have hi := integrable_subtracted μ hΔ
  have hC : 0 ≤ tailConst μ Δ := by unfold tailConst; positivity
  have hsplit : (∫ k in (0 : ℝ)..K, subtracted μ Δ k) + ∫ k in Ioi K, subtracted μ Δ k
      = renormalisedDensity μ Δ :=
    intervalIntegral.integral_interval_add_Ioi hi.integrableOn hi.integrableOn
  rw [cutoffDensity_sub μ K hΔ, ← hsplit, sub_add_cancel_left, abs_neg, ← Real.norm_eq_abs]
  -- compare the tail beyond the cutoff with an inverse square
  have hg : Integrable (fun k : ℝ => tailConst μ Δ * k ^ (-2 : ℝ)) (volume.restrict (Ioi K)) :=
    Integrable.const_mul (integrableOn_Ioi_rpow_of_lt (by norm_num) hK) _
  refine (norm_integral_le_of_norm_le hg
    (ae_restrict_of_forall_mem measurableSet_Ioi fun k hk => ?_)).trans_eq ?_
  · have hk0 : 0 < k := hK.trans hk
    rw [Real.norm_eq_abs, Real.rpow_neg hk0.le, Real.rpow_two, ← div_eq_mul_inv]
    exact (abs_subtracted_le μ k hΔ).trans
      (div_le_div_of_nonneg_left hC (by positivity) (by linarith))
  · have h : (-2 : ℝ) + 1 = -1 := by norm_num
    rw [integral_const_mul, integral_Ioi_rpow_of_lt (by norm_num) hK, h, Real.rpow_neg_one]
    ring
```

For every $K>0$ the error of stopping at $K$ is the missing tail:

$$\left|A(K)-\frac K2-R\right|=\left|\int_K^\infty s\,dk\right|\le\int_K^\infty\frac{C}{k^2}\,dk=\frac CK.$$

The equation `hsplit` divides the half-line at $K$. The rest replaces $1+k^2$ by the smaller $k^2$ and integrates the power, which Lean writes as `k ^ (-2 : ℝ)`.

With $\mu=\Delta=1$ and $K=100$ the guaranteed error is at most $3/100=0.03$. Expanding $s$ at large $k$ gives $s\approx\mu/(2k^2)$, hence a tail of about $\mu/(2K)=0.005$; this estimate comes from the expansion and is not part of the Lean proof. It suggests that the power $1/K$ is right for $\mu\neq0$ and that the constant is generous.

## Comparing two gapped states

```lean
/-- For two parameter pairs with positive gaps, the difference of the integrals `cutoffDensity`,
which leave out the prefactor `Δ / (2 π ^ 2)`, converges without any subtraction to the difference
of the values `renormalisedDensity`. -/
theorem density_difference (μ₁ μ₂ : ℝ) {Δ₁ Δ₂ : ℝ} (h₁ : 0 < Δ₁) (h₂ : 0 < Δ₂) :
    Tendsto (fun K => cutoffDensity μ₁ Δ₁ K - cutoffDensity μ₂ Δ₂ K) atTop
      (𝓝 (renormalisedDensity μ₁ Δ₁ - renormalisedDensity μ₂ Δ₂)) := by
  refine ((anomalous_density_renormalisation μ₁ h₁).2.2.sub
    (anomalous_density_renormalisation μ₂ h₂).2.2).congr fun K => ?_
  ring

end

end BdGAnomalousDensity
```

For two parameter pairs with positive gaps, the terms $K/2$ cancel when both integrals use the same cutoff:

$$A_1(K)-A_2(K)=\left(A_1(K)-\frac K2\right)-\left(A_2(K)-\frac K2\right)\to R_1-R_2.$$

The proof subtracts the two limits, and `ring` checks the cancellation. The statement concerns $A$ without the prefactor $\Delta/(2\pi^2)$. If the gaps differ, the full anomalous densities diverge with different slopes and their difference stays divergent.

The same subtraction appears in the mean-field gap equation of a dilute Fermi gas with a contact interaction. There the bare coupling is replaced by the scattering length, and the relation between the two absorbs the term $K/2$. The theorems neither assume nor derive that relation, and they take $\mu$ and $\Delta$ as given instead of solving for them. Mean-field theory is itself an approximation to a real gas.

```lean
#print axioms BdGAnomalousDensity.integrable_subtracted
#print axioms BdGAnomalousDensity.cutoff_error
#print axioms BdGAnomalousDensity.density_difference
```

```
'BdGAnomalousDensity.integrable_subtracted' depends on axioms: [propext, Classical.choice, Quot.sound]
'BdGAnomalousDensity.cutoff_error' depends on axioms: [propext, Classical.choice, Quot.sound]
'BdGAnomalousDensity.density_difference' depends on axioms: [propext, Classical.choice, Quot.sound]
```
